# Kinetic symbols of the standard central-difference stencils increase to θ² from below for 0 < |θ| < π

A finite-difference calculation for a quantum particle replaces −½ d²/dx² by a finite-difference stencil, and one test of convergence widens the stencil at fixed spacing h and watches the kinetic energy. For a free particle on an infinite uniform one-dimensional grid, in a plane wave of momentum p with 0 < |p|h < π and with the stencils defined below, the outcome is known exactly: every stencil gives an energy below p²/2, and the energies tend to p²/2 as the stencil widens. Units are ħ = m = 1.

## The symbols and the telescoping error

At the grid point x = nh the wave e^{ipx} is e^{iθn} with θ = ph. The negative second difference

(Df)(n) = 2f(n) − f(n+1) − f(n−1)

multiplies it by y(θ) = 2 − 2cos θ = 4 sin²(θ/2). For r ≥ 0 define

K_r = Σ_{k=0..r−1} c_k D^{k+1},  c_k = 2(k!)²/(2k+2)!,

which reaches r neighbours on each side. Its eigenvalue on the wave is the symbol

S_r(θ) = Σ_{k=0..r−1} c_k y^{k+1},

with S_0 = 0; putting j = k+1 gives the form Σ_{j=1..r} 2((j−1)!)² y^j/(2j)!. The grid kinetic energy is S_r(ph)/(2h²). The claim is that for 0 < |θ| < π the S_r increase strictly with r, stay below θ², and tend to θ².

Let a_k = (k!)²/(2k)! and w_k = a_k y^k. Peeling two factors off (2k+2)! gives

c_k = a_k/((k+1)(2k+1)),  a_{k+1} = a_k (k+1)/(2(2k+1)).

Since y′ = 2 sin θ, the term T_k = c_k y^{k+1} has

T_k′ = 2a_k/(2k+1) · y^k sin θ,

T_k″ = 2a_k/(2k+1) · [2k y^{k−1} sin²θ + y^k cos θ].

With 4 sin²θ = y(4 − y) and cos θ = 1 − y/2 the bracket becomes (2k+1) y^k − ½(k+1) y^{k+1}, and the recursion for a_{k+1} turns this into

T_k″ = 2w_k − 2w_{k+1}.

The sum over k telescopes. As w_0 = 1, the error E_r = θ² − S_r obeys

E_r″ = 2w_r,  E_r(0) = E_r′(0) = 0.

On [0, π] the function y increases, so w_r(x) ≤ w_r(θ) for 0 ≤ x ≤ θ ≤ π. Integrating once gives |E_r′(x)| ≤ 2w_r(θ)x, integrating again gives the bound below, and evenness in θ extends it to negative angles:

|θ² − S_r(θ)| ≤ w_r(θ) θ²  for |θ| ≤ π.

Write w_r = 4^r a_r q^r with q = sin²(θ/2). Induction gives 4^r a_r ≤ 2r+1: it holds at r = 0, and

4^{r+1} a_{r+1} = 4^r a_r · 2(r+1)/(2r+1) ≤ 2(r+1) ≤ 2r+3.

For |θ| < π we have q < 1, so (2r+1) q^r θ² → 0 and S_r → θ². For θ ≠ 0 in this range y > 0, every term is positive, and S_r < S_{r+1} ≤ θ², because an increasing sequence does not exceed its limit.

## The wave with four points per wavelength

Take θ = π/2, so y = 2 and θ² = π²/4 ≈ 2.467. The coefficients are c_0 = 1, c_1 = 1/12, c_2 = 1/90, hence

S_1 = 2,  S_2 = 2 + 4/12 ≈ 2.333,  S_3 = 7/3 + 8/90 ≈ 2.422.

The errors are 0.467, 0.134 and 0.045. The weights w_1 = 1, w_2 = 2/3, w_3 = 2/5 give the bounds 2.467, 1.645 and 0.987, which are valid and loose. The operator K_2 = D + D²/12 has weight 5/2 at the centre, −4/3 at n ± 1 and 1/12 at n ± 2, the negative of the five-point second-derivative stencil. These numbers, and the identification of K_r with the central stencil on 2r+1 points of highest order of accuracy in h, are not among the theorems below.

## Grid, wave and operator in Lean

```lean
import Mathlib

open Real Finset Filter Topology
open scoped Nat

namespace HighOrderKineticSymbol

noncomputable section
```

A grid function is a map `ℤ → ℂ`: the grid is infinite, has no boundary, and has unit spacing. `negDiff` is D. `wave θ` is e^{iθn} with unit amplitude at every site; it is not square-summable, and no norm or inner product enters.

```lean
/-- Negative second difference on a grid of unit spacing. -/
def negDiff (f : ℤ → ℂ) : ℤ → ℂ := fun n => 2 * f n - f (n + 1) - f (n - 1)

/-- Plane wave `exp (i θ n)` on the grid. -/
def wave (θ : ℝ) : ℤ → ℂ := fun n => Complex.exp (θ * n * Complex.I)

/-- The three-point symbol `4 sin² (θ/2)`. -/
def y (θ : ℝ) : ℝ := 4 * sin (θ / 2) ^ 2
```

`coef k` is c_k, `kinetic r` is K_r with `negDiff^[k + 1]` the (k+1)-fold application of D, and `symbol r θ` is S_r(θ). The set `range r` runs from 0 to r−1. In the docstrings "order r" means this number of terms; the first omitted term behaves as c_r θ^{2r+2} for small θ, so the order of accuracy in h is 2r.

```lean
/-- Coefficient `2 ((j-1)!)² / (2j)!` of the `j`-th term, with `j = k + 1`. -/
def coef (k : ℕ) : ℝ := 2 * (k ! : ℝ) ^ 2 / ((2 * (k + 1))! : ℝ)

/-- Order-`r` operator: the weighted sum of the first `r` powers of the negative
second difference. -/
def kinetic (r : ℕ) (f : ℤ → ℂ) : ℤ → ℂ :=
  fun n => ∑ k ∈ range r, (coef k : ℂ) * (negDiff^[k + 1] f) n

/-- The symbol `S_r(θ) = ∑_{j=1..r} 2 ((j-1)!)² (4 sin² (θ/2))^j / (2j)!`. -/
def symbol (r : ℕ) (θ : ℝ) : ℝ := ∑ k ∈ range r, coef k * y θ ^ (k + 1)
```

The shift of the index avoids a trap. Writing the j-form over `range (r + 1)` admits j = 0, where subtraction of natural numbers gives 0 − 1 = 0. The definition would be accepted, with a spurious term 2(0!)² y⁰/0! = 2, and the bound by θ² would fail for small θ.

`invC k`, `w k θ` and `termSlope k θ` are a_k, w_k and T_k′.

```lean
/-- The ratio `(k!)² / (2k)!`. -/
def invC (k : ℕ) : ℝ := (k ! : ℝ) ^ 2 / ((2 * k)! : ℝ)

/-- The weight `(k!)² (4 sin² (θ/2))^k / (2k)!`. -/
def w (k : ℕ) (θ : ℝ) : ℝ := invC k * y θ ^ k

/-- The function `2 (k!)² / ((2k)! (2k+1)) · (4 sin² (θ/2))^k sin θ`. -/
def termSlope (k : ℕ) (θ : ℝ) : ℝ := 2 * invC k / (2 * k + 1) * y θ ^ k * sin θ
```

## The plane wave as eigenfunction

`y_eq` is the double-angle identity y = 2 − 2cos θ.

```lean
/-- The three-point symbol equals `2 - 2 cos θ`. -/
theorem y_eq (θ : ℝ) : y θ = 2 - 2 * cos θ := by
  have h := Real.cos_two_mul (θ / 2)
  rw [show 2 * (θ / 2) = θ by ring] at h
  unfold y
  linear_combination 2 * h + 4 * Real.sin_sq_add_cos_sq (θ / 2)
```

`kinetic_wave` states K_r e^{iθn} = S_r(θ) e^{iθn} at every site, for all r and all real θ. The step `base` factors e^{±iθ} out of the neighbours and combines them into 2cos θ, and `iter` shows by induction that the k-th power of D multiplies the wave by y^k.

```lean
/-- The order-`r` operator multiplies the plane wave by the symbol `S_r(θ)`. -/
theorem kinetic_wave (r : ℕ) (θ : ℝ) (n : ℤ) :
    kinetic r (wave θ) n = (symbol r θ : ℂ) * wave θ n := by
  have base : ∀ n : ℤ,
      2 * wave θ n - wave θ (n + 1) - wave θ (n - 1) = (y θ : ℂ) * wave θ n := by
    intro n
    have e1 : wave θ (n + 1) = wave θ n * Complex.exp (θ * Complex.I) := by
      unfold wave; rw [← Complex.exp_add]; congr 1; push_cast; ring
    have e2 : wave θ (n - 1) = wave θ n * Complex.exp (-θ * Complex.I) := by
      unfold wave; rw [← Complex.exp_add]; congr 1; push_cast; ring
    rw [e1, e2, y_eq]
    push_cast
    linear_combination wave θ n * Complex.two_cos θ
  have iter : ∀ k : ℕ, negDiff^[k] (wave θ) = fun n => (y θ : ℂ) ^ k * wave θ n := by
    intro k
    induction k with
    | zero => funext n; simp
    | succ k ih =>
      rw [Function.iterate_succ_apply', ih]
      funext n
      simp only [negDiff]
      linear_combination (y θ : ℂ) ^ k * base n
  simp only [kinetic, iter, symbol]
  push_cast
  rw [Finset.sum_mul]
  exact Finset.sum_congr rfl fun k _ => by ring
```

## Curvature of one term and the error bound

`coef_rec` holds the two factorial recursions. `term_derivs` gives T_k′ and T_k″: `h2` and `h3` are the substitutions for sin²θ and cos θ, and `key` is the evaluated bracket. The case split in `h1` treats k = 0, where the factor k removes the power y^{k−1}.

```lean
/-- The symbol coefficient and the next factorial ratio in terms of `(k!)² / (2k)!`. -/
theorem coef_rec (k : ℕ) : coef k = invC k / ((k + 1) * (2 * k + 1)) ∧
    invC (k + 1) = invC k * (k + 1) / (2 * (2 * k + 1)) := by
  have hf : ((2 * (k + 1))! : ℝ) = (2 * k + 2) * (2 * k + 1) * ((2 * k)! : ℝ) := by
    rw [show 2 * (k + 1) = 2 * k + 1 + 1 by ring, Nat.factorial_succ, Nat.factorial_succ]
    push_cast; ring
  have h0 : ((2 * k)! : ℝ) ≠ 0 := by positivity
  constructor
  · unfold coef invC; rw [hf]; field_simp
  · unfold invC; rw [hf, Nat.factorial_succ k]; push_cast; field_simp

/-- A single term of the symbol has derivative `termSlope k`, and `termSlope k` has
derivative `2 w_k - 2 w_{k+1}`. -/
theorem term_derivs (k : ℕ) (θ : ℝ) :
    HasDerivAt (fun t => coef k * y t ^ (k + 1)) (termSlope k θ) θ ∧
    HasDerivAt (termSlope k) (2 * w k θ - 2 * w (k + 1) θ) θ := by
  have hy : HasDerivAt y (2 * sin θ) θ := by
    rw [show y = fun t => 2 - 2 * cos t from funext y_eq]
    exact (((Real.hasDerivAt_cos θ).const_mul 2).const_sub 2).congr_deriv (by ring)
  constructor
  · refine ((hy.fun_pow (k + 1)).const_mul (coef k)).congr_deriv ?_
    rw [(coef_rec k).1, Nat.add_sub_cancel]
    unfold termSlope; push_cast; field_simp
  · have h := ((hy.fun_pow k).const_mul (2 * invC k / (2 * k + 1))).fun_mul
      (Real.hasDerivAt_sin θ)
    refine HasDerivAt.congr_deriv h ?_
    -- eliminate sin² and cos in favour of y
    have h1 : (k : ℝ) * y θ ^ (k - 1) * y θ = k * y θ ^ k := by
      cases k with
      | zero => simp
      | succ k => rw [Nat.add_sub_cancel]; ring
    have h2 : 4 * sin θ ^ 2 = y θ * (4 - y θ) := by
      rw [y_eq]; linear_combination 4 * Real.sin_sq_add_cos_sq θ
    have h3 : cos θ = 1 - y θ / 2 := by rw [y_eq]; ring
    have key : k * y θ ^ (k - 1) * (2 * sin θ) * sin θ + y θ ^ k * cos θ
        = (2 * k + 1) * y θ ^ k - (k + 1) / 2 * y θ ^ (k + 1) := by
      linear_combination (k * y θ ^ (k - 1) / 2) * h2 + (4 - y θ) / 2 * h1 + y θ ^ k * h3
    calc _ = 2 * invC k / (2 * k + 1) *
          (k * y θ ^ (k - 1) * (2 * sin θ) * sin θ + y θ ^ k * cos θ) := by ring
      _ = _ := by rw [key]; unfold w; rw [(coef_rec k).2]; field_simp
```

The double integration is done without integrals. `abs_le_of_second_deriv` takes a function f with f(0) = f′(0) = 0 and |f″| ≤ 2M on [0, b], compares f′ with 2Mx and then f with Mx² by a mean-value inequality, and concludes |f(b)| ≤ Mb².

```lean
/-- If `f` and `f'` vanish at `0` and `|f''| ≤ 2M` on `[0, b]`, then `|f b| ≤ M b²`. -/
theorem abs_le_of_second_deriv {f f' f'' : ℝ → ℝ} {b M : ℝ} (hb : 0 ≤ b)
    (h1 : ∀ x, HasDerivAt f (f' x) x) (h2 : ∀ x, HasDerivAt f' (f'' x) x)
    (h10 : f 0 = 0) (h20 : f' 0 = 0) (hM : ∀ x ∈ Set.Icc 0 b, |f'' x| ≤ 2 * M) :
    |f b| ≤ M * b ^ 2 := by
  have hA : ∀ x : ℝ, HasDerivAt (fun x : ℝ => 2 * M * x) (2 * M) x := fun x =>
    ((hasDerivAt_id' x).const_mul (2 * M)).congr_deriv (mul_one _)
  have hB : ∀ x : ℝ, HasDerivAt (fun x : ℝ => M * (x * x)) (2 * M * x) x := fun x =>
    (((hasDerivAt_id' x).fun_mul (hasDerivAt_id' x)).const_mul M).congr_deriv (by ring)
  have s1 : ∀ x ∈ Set.Icc 0 b, ‖f' x‖ ≤ 2 * M * x := fun x hx =>
    image_norm_le_of_norm_deriv_right_le_deriv_boundary (f := f')
      (B := fun x => 2 * M * x) (B' := fun _ => 2 * M)
      (fun x _ => (h2 x).continuousAt.continuousWithinAt)
      (fun x _ => (h2 x).hasDerivWithinAt) (by simp [h20]) hA
      (fun x hx => hM x (Set.Ico_subset_Icc_self hx)) hx
  rw [sq]
  exact image_norm_le_of_norm_deriv_right_le_deriv_boundary (f := f)
    (B := fun x => M * (x * x)) (B' := fun x => 2 * M * x)
    (fun x _ => (h1 x).continuousAt.continuousWithinAt)
    (fun x _ => (h1 x).hasDerivWithinAt) (by simp [h10]) hB
    (fun x hx => s1 x (Set.Ico_subset_Icc_self hx)) (Set.right_mem_Icc.2 hb)
```

`error_bound` applies this to E_r with b = |θ| and M = w_r(|θ|). Here `d1` and `d2` are E_r′ and E_r″, with `Finset.sum_range_sub'` doing the telescoping, `bd` bounds 2w_r(x) by 2w_r(|θ|) on [0, |θ|] through the monotonicity of y, and `hy` is the evenness of y.

```lean
/-- For `|θ| ≤ π` the symbol differs from `θ²` by at most
`θ² (r!)² (4 sin² (θ/2))^r / (2r)!`. -/
theorem error_bound (r : ℕ) {θ : ℝ} (hθ : |θ| ≤ π) :
    |θ ^ 2 - symbol r θ| ≤ w r θ * θ ^ 2 := by
  have d1 : ∀ x : ℝ, HasDerivAt (fun t => t ^ 2 - symbol r t)
      (2 * x - ∑ k ∈ range r, termSlope k x) x := by
    intro x
    have hsq : HasDerivAt (fun t : ℝ => t ^ 2) (2 * x) x := by simpa using hasDerivAt_pow 2 x
    exact hsq.fun_sub (HasDerivAt.fun_sum fun k (_ : k ∈ range r) => (term_derivs k x).1)
  -- the term curvatures telescope
  have d2 : ∀ x : ℝ, HasDerivAt (fun t => 2 * t - ∑ k ∈ range r, termSlope k t)
      (2 * w r x) x := by
    intro x
    refine (((hasDerivAt_id' x).const_mul 2).fun_sub
      (HasDerivAt.fun_sum fun k (_ : k ∈ range r) => (term_derivs k x).2)).congr_deriv ?_
    have h0 : w 0 x = 1 := by simp [w, invC]
    rw [Finset.sum_range_sub' (fun k => 2 * w k x), h0]
    ring
  have hc : 0 ≤ invC r := by unfold invC; positivity
  have bd : ∀ x ∈ Set.Icc 0 |θ|, |2 * w r x| ≤ 2 * w r |θ| := by
    intro x hx
    have h0 : 0 ≤ y x := by unfold y; positivity
    have hle : y x ≤ y |θ| := by
      have := Real.cos_le_cos_of_nonneg_of_le_pi hx.1 hθ hx.2
      rw [y_eq, y_eq]; linarith
    unfold w
    rw [abs_of_nonneg (mul_nonneg (by norm_num) (mul_nonneg hc (pow_nonneg h0 r)))]
    exact mul_le_mul_of_nonneg_left
      (mul_le_mul_of_nonneg_left (pow_le_pow_left₀ h0 hle r) hc) (by norm_num)
  have key := abs_le_of_second_deriv (abs_nonneg θ) d1 d2 (by simp [symbol, y])
    (by simp [termSlope]) bd
  have hy : y |θ| = y θ := by rw [y_eq, y_eq, Real.cos_abs]
  simpa only [symbol, w, hy, sq_abs] using key
```

## Convergence inside the zone

The condition |θ| < π places the wave strictly inside the first Brillouin zone of the grid, with more than two points per wavelength. In `symbol_tendsto`, `hb` is 4^n a_n ≤ 2n+1, `hq1` is q < 1, and `squeeze_zero` traps the error under (2r+1) q^r θ². The limit is r → ∞ at fixed θ. At |θ| = π, where q = 1, the error bound still holds but no convergence is stated.

```lean
/-- For `|θ| < π` the symbols tend to `θ²` as the order grows. -/
theorem symbol_tendsto {θ : ℝ} (hθ : |θ| < π) :
    Tendsto (fun r => symbol r θ) atTop (𝓝 (θ ^ 2)) := by
  have hb : ∀ n : ℕ, invC n * 4 ^ n ≤ 2 * n + 1 := by
    intro n
    induction n with
    | zero => simp [invC]
    | succ n ih =>
      push_cast
      calc invC (n + 1) * 4 ^ (n + 1) = invC n * 4 ^ n * (2 * (n + 1) / (2 * n + 1)) := by
            rw [(coef_rec n).2]; field_simp <;> ring
        _ ≤ (2 * n + 1) * (2 * (n + 1) / (2 * n + 1)) := by gcongr
        _ = 2 * (n + 1) := by field_simp
        _ ≤ _ := by linarith
  obtain ⟨hl, hu⟩ := abs_lt.1 hθ
  have hcos : 0 < cos (θ / 2) := Real.cos_pos_of_mem_Ioo ⟨by linarith, by linarith⟩
  have hq0 : 0 ≤ sin (θ / 2) ^ 2 := sq_nonneg _
  have hq1 : sin (θ / 2) ^ 2 < 1 := by nlinarith [Real.sin_sq_add_cos_sq (θ / 2)]
  -- the error is at most (2r + 1) q^r θ² with q = sin² (θ/2) < 1
  have lim := (((tendsto_self_mul_const_pow_of_lt_one hq0 hq1).const_mul 2).add
    (tendsto_pow_atTop_nhds_zero_of_lt_one hq0 hq1)).mul_const (θ ^ 2)
  rw [mul_zero, add_zero, zero_mul] at lim
  rw [tendsto_iff_norm_sub_tendsto_zero]
  refine squeeze_zero (fun r => norm_nonneg _) (fun r => ?_) lim
  rw [Real.norm_eq_abs, abs_sub_comm]
  refine (error_bound r hθ.le).trans (mul_le_mul_of_nonneg_right ?_ (sq_nonneg _))
  have := mul_le_mul_of_nonneg_right (hb r) (pow_nonneg hq0 r)
  unfold w y
  rw [mul_pow]
  linarith
```

`symbol_from_below` is the claim itself. The hypothesis `0 < |θ|` excludes the constant wave, for which S_r = 0 = θ² and both strict statements fail. `hs` gives sin(θ/2) ≠ 0, `hm` the strict increase, and the last line chains S_r < S_{r+1} ≤ θ².

```lean
/-- For `0 < |θ| < π` the symbols are strictly increasing in the order, stay strictly
below `θ²` and tend to `θ²`. -/
theorem symbol_from_below {θ : ℝ} (h0 : 0 < |θ|) (hθ : |θ| < π) :
    StrictMono (fun r => symbol r θ) ∧ (∀ r, symbol r θ < θ ^ 2) ∧
      Tendsto (fun r => symbol r θ) atTop (𝓝 (θ ^ 2)) := by
  obtain ⟨hl, hu⟩ := abs_lt.1 hθ
  have hs : sin (θ / 2) ≠ 0 := by
    intro h
    rw [Real.sin_eq_zero_iff_of_lt_of_lt (by linarith) (by linarith)] at h
    exact abs_pos.1 h0 (by linarith)
  have hm : StrictMono (fun r => symbol r θ) := by
    refine strictMono_nat_of_lt_succ fun r => ?_
    simp only [symbol, Finset.sum_range_succ]
    exact lt_add_of_pos_right _ (by unfold coef y; positivity)
  exact ⟨hm, fun r => (hm (Nat.lt_succ_self r)).trans_le
    (hm.monotone.ge_of_tendsto (symbol_tendsto hθ) (r + 1)), symbol_tendsto hθ⟩
```

## Energies and aliased waves

`grid_energy_from_below` sets θ = ph and divides by 2h²: for h > 0, p ≠ 0 and |p|h < π, each S_r(ph)/(2h²) lies below p²/2 and the sequence tends to it. The spacing enters only through this number, since `kinetic` has no factor 1/(2h²). In real-space electronic-structure work this is a statement about the kinetic energy of a single free plane wave in one dimension; potentials, boundaries and bound-state energies do not appear in it.

```lean
/-- For spacing `h > 0` and momentum `p ≠ 0` with `|p| h < π`, the grid energies
`S_r(p h) / (2 h²)` stay strictly below `p² / 2` and tend to it. -/
theorem grid_energy_from_below {h p : ℝ} (hh : 0 < h) (hp : p ≠ 0) (hz : |p| * h < π) :
    (∀ r, symbol r (p * h) / (2 * h ^ 2) < p ^ 2 / 2) ∧
      Tendsto (fun r => symbol r (p * h) / (2 * h ^ 2)) atTop (𝓝 (p ^ 2 / 2)) := by
  have e : (p * h) ^ 2 / (2 * h ^ 2) = p ^ 2 / 2 := by field_simp
  have H := symbol_from_below (abs_pos.2 (mul_ne_zero hp hh.ne'))
    (by rwa [abs_mul, abs_of_pos hh])
  rw [← e]
  exact ⟨fun r => div_lt_div_of_pos_right (H.2.1 r) (by positivity), H.2.2.div_const _⟩
```

Beyond the zone the limit changes. The symbol depends on θ only through cos θ, and cos(2π − θ) = cos θ. For π < θ < 3π the angle 2π − θ lies inside the zone, so `symbol_aliasing` obtains the limit (2π − θ)² from `symbol_tendsto`, and this is below θ² because θ² − (2π − θ)² = 4π(θ − π) > 0. Widening the stencil then converges to the energy of the aliased wave, which is zero at θ = 2π.

```lean
/-- For `π < θ < 3π` the symbols tend to `(2π - θ)²`, which is strictly below `θ²`. -/
theorem symbol_aliasing {θ : ℝ} (h1 : π < θ) (h2 : θ < 3 * π) :
    Tendsto (fun r => symbol r θ) atTop (𝓝 ((2 * π - θ) ^ 2)) ∧ (2 * π - θ) ^ 2 < θ ^ 2 := by
  have hy : y (2 * π - θ) = y θ := by rw [y_eq, y_eq, Real.cos_two_pi_sub]
  have H := symbol_tendsto (θ := 2 * π - θ) (abs_lt.2 ⟨by linarith, by linarith⟩)
  refine ⟨by simpa only [symbol, hy] using H, ?_⟩
  nlinarith [mul_pos Real.pi_pos (sub_pos.2 h1)]

end

end HighOrderKineticSymbol
```

```lean
#print axioms HighOrderKineticSymbol.kinetic_wave
-- 'HighOrderKineticSymbol.kinetic_wave' depends on axioms: [propext, Classical.choice, Quot.sound]
#print axioms HighOrderKineticSymbol.symbol_from_below
-- 'HighOrderKineticSymbol.symbol_from_below' depends on axioms: [propext, Classical.choice, Quot.sound]
#print axioms HighOrderKineticSymbol.grid_energy_from_below
-- 'HighOrderKineticSymbol.grid_energy_from_below' depends on axioms: [propext, Classical.choice, Quot.sound]
#print axioms HighOrderKineticSymbol.symbol_aliasing
-- 'HighOrderKineticSymbol.symbol_aliasing' depends on axioms: [propext, Classical.choice, Quot.sound]
```
